# Classical mutual information bounds the occupation covariance of two orbitals

Let α and β be the finite sets of occupation states of two orbitals. A spin orbital has two states, empty and filled; a spatial orbital has four. A joint distribution is a table p(a,b) ≥ 0 with total 1, where a runs over α and b over β. Its marginals are

p_A(a) = Σ_b p(a,b),  p_B(b) = Σ_a p(a,b).

Logarithms are natural, an entry p(a,b) = 0 contributes zero, and the mutual information is

I = Σ_ab p(a,b) log[p(a,b) / (p_A(a) p_B(b))].

For real functions f on α and g on β, write E for the average over p and

cov(f,g) = E[fg] − E[f]E[g].

The claim is that |f| ≤ 1 and |g| ≤ 1 imply

cov(f,g)² ≤ 2I.

For a many-electron state, p can be the table of joint occupation probabilities of two orbitals from an orthonormal set. A small I then forces the covariance of any two occupation observables with |f| ≤ 1 and |g| ≤ 1 to be small, but this classical I sees only occupation probabilities and no coherences between occupation states.

## From a logarithm bound to the covariance

**A lower bound for log x.** For x > 0 put

F(x) = log x − (x−1)(5x+1) / (2x(x+2)).

The derivative of the fraction is (7x²+x+1)/(x²(x+2)²), so

F′(x) = [x(x+2)² − 7x² − x − 1] / (x²(x+2)²) = (x−1)³ / (x²(x+2)²).

F therefore falls up to x = 1 and rises afterwards. Since F(1) = 0, F(x) ≥ 0 everywhere. Multiplying by x and using 5x+1 = 2(x+2) + 3(x−1) gives

x log x − x + 1 ≥ 3(x−1)² / (2(x+2)).

This also holds at x = 0, where it reads 1 ≥ 3/4.

**Completing the square.** For every real t,

(x+2)t²/6 + 3(x−1)²/(2(x+2)) − t|x−1| = [(x+2)t − 3|x−1|]² / (6(x+2)) ≥ 0.

Combined with the previous bound, this yields

t|x−1| ≤ (x+2)t²/6 + x log x − x + 1.

**Summing over a distribution.** Let p_i and q_i be two distributions on one finite index set, with p_i = 0 wherever q_i = 0. Where q_i > 0, set x = p_i/q_i and multiply by q_i:

t|p_i − q_i| ≤ (p_i + 2q_i)t²/6 + p_i log(p_i/q_i) − p_i + q_i.

Where q_i = 0, both sides vanish. Write D = Σ_i |p_i − q_i| and K = Σ_i p_i log(p_i/q_i). Both distributions sum to 1, so summation gives tD ≤ t²/2 + K. The choice t = D gives D² ≤ 2K, which is Pinsker's inequality for finite distributions.

**Comparing with the uncorrelated table.** Take i to be the pair (a,b) and q to be p_A p_B. Each entry p(a,b) is at most p_A(a) and at most p_B(b), so it vanishes if either marginal does. Now K = I, and

D = Σ_ab |p(a,b) − p_A(a)p_B(b)| satisfies D² ≤ 2I.

**Inserting the observables.** For any reference values m and n,

Σ_ab p(a,b)(f(a)−m)(g(b)−n) = E[fg] − nE[f] − mE[g] + mn,

Σ_ab p_A(a)p_B(b)(f(a)−m)(g(b)−n) = (E[f]−m)(E[g]−n).

Subtracting the second line from the first leaves

cov(f,g) = Σ_ab [p(a,b) − p_A(a)p_B(b)](f(a)−m)(g(b)−n).

If |f−m| ≤ r and |g−n| ≤ s, then |cov(f,g)| ≤ rsD, and hence

cov(f,g)² ≤ 2(rs)² I.

The claim is the case m = n = 0, r = s = 1.

## Weak correlation and observables that exceed the bound

Let a and b take the values ±1, with p(a,b) = (1 + εab)/4 and 0 ≤ ε ≤ 1. Both marginals are uniform. For f(a) = a and g(b) = b the covariance is ε, while

2I = (1+ε)log(1+ε) + (1−ε)log(1−ε) = ε² + O(ε⁴).

The ratio of the two sides tends to 1 as ε → 0, so no constant smaller than 2 would do in the claim.

At ε = 1 the orbitals are perfectly correlated and 2I = 2 log 2 ≈ 1.39. Doubling f to f(a) = 2a violates |f| ≤ 1. The squared covariance becomes 4, and the inequality fails.

## The table and its observables in Lean

The types `α` and `β` are arbitrary finite types.

```lean
import Mathlib

open Real

namespace OrbitalCorrelationBound

noncomputable section

variable {α β : Type*} [Fintype α] [Fintype β]
```

The predicate `IsJointDist` contains the only assumptions on the table. It does not ask that p come from a wavefunction, or that particle number or antisymmetry be respected.

```lean
/-- A joint probability table for the occupation states of two orbitals:
nonnegative entries with total one. -/
structure IsJointDist (p : α → β → ℝ) : Prop where
  nonneg : ∀ a b, 0 ≤ p a b
  total : ∑ a, ∑ b, p a b = 1
```

The marginals sum over the other orbital's states.

```lean
/-- The marginal distribution of the first orbital. -/
def margA (p : α → β → ℝ) (a : α) : ℝ := ∑ b, p a b

/-- The marginal distribution of the second orbital. -/
def margB (p : α → β → ℝ) (b : β) : ℝ := ∑ a, p a b
```

In the mutual information the factor `p a b` makes an empty entry contribute zero, whatever value Lean gives to the logarithm beside it.

```lean
/-- The mutual information of a joint probability table, in natural logarithms;
entries with `p a b = 0` contribute zero. -/
def mutualInfo (p : α → β → ℝ) : ℝ :=
  ∑ a, ∑ b, p a b * log (p a b / (margA p a * margB p b))
```

An observable here is a real function of the occupation states. Operators that change occupations, such as hopping terms, are not represented.

```lean
/-- The expectation value of a function of both occupation states. -/
def expect (p : α → β → ℝ) (F : α → β → ℝ) : ℝ := ∑ a, ∑ b, p a b * F a b

/-- The covariance `E[f g] - E[f] E[g]` of an observable of the first orbital
and an observable of the second. -/
def cov (p : α → β → ℝ) (f : α → ℝ) (g : β → ℝ) : ℝ :=
  expect p (fun a b => f a * g b) - expect p (fun a _ => f a) * expect p (fun _ b => g b)
```

## The entropy inequality

The first theorem is the bound F ≥ 0. The step `hd` computes F′. The proof then treats x ≥ 1 and x ≤ 1 separately, showing F monotone on [1,x] or antitone on [x,1], and compares F(x) with F(1) = 0.

```lean
/-- A rational lower bound for the logarithm of a positive number. -/
theorem rational_le_log {x : ℝ} (hx : 0 < x) :
    (x - 1) * (5 * x + 1) / (2 * x * (x + 2)) ≤ log x := by
  obtain ⟨F, hF⟩ : ∃ F : ℝ → ℝ,
      F = fun z => log z - (z - 1) * (5 * z + 1) / (2 * z * (z + 2)) := ⟨_, rfl⟩
  -- the difference of the two sides has a derivative with the sign of y - 1
  have hd : ∀ y : ℝ, 0 < y → HasDerivAt F ((y - 1) ^ 3 / (y ^ 2 * (y + 2) ^ 2)) y := by
    intro y hy
    have hy2 : y + 2 ≠ 0 := by positivity
    have h1 : HasDerivAt (fun z : ℝ => (z - 1) * (5 * z + 1)) (10 * y - 4) y :=
      (((hasDerivAt_id' y).sub_const 1).fun_mul
        (((hasDerivAt_id' y).const_mul 5).add_const 1)).congr_deriv (by ring)
    have h2 : HasDerivAt (fun z : ℝ => 2 * z * (z + 2)) (4 * y + 4) y :=
      (((hasDerivAt_id' y).const_mul 2).fun_mul
        ((hasDerivAt_id' y).add_const 2)).congr_deriv (by ring)
    rw [hF]
    refine ((Real.hasDerivAt_log hy.ne').fun_sub
      (h1.fun_div h2 (by positivity))).congr_deriv ?_
    field_simp
    ring
  rcases le_total 1 x with h | h
  · have hm : MonotoneOn F (Set.Icc 1 x) := by
      have pos : ∀ y ∈ Set.Icc 1 x, 0 < y := fun y hy => by linarith [hy.1]
      refine monotoneOn_of_deriv_nonneg (convex_Icc 1 x)
        (fun y hy => (hd y (pos y hy)).continuousAt.continuousWithinAt)
        (fun y hy => (hd y (pos y (interior_subset hy))).differentiableAt.differentiableWithinAt)
        (fun y hy => ?_)
      have hy' := interior_subset hy
      rw [(hd y (pos y hy')).deriv]
      exact div_nonneg (pow_nonneg (sub_nonneg.2 hy'.1) 3) (by positivity)
    have key := hm (Set.left_mem_Icc.2 h) (Set.right_mem_Icc.2 h) h
    rw [hF] at key
    simp only [Real.log_one, sub_self, zero_mul, zero_div] at key
    linarith
  · have hm : AntitoneOn F (Set.Icc x 1) := by
      have pos : ∀ y ∈ Set.Icc x 1, 0 < y := fun y hy => by linarith [hy.1]
      refine antitoneOn_of_deriv_nonpos (convex_Icc x 1)
        (fun y hy => (hd y (pos y hy)).continuousAt.continuousWithinAt)
        (fun y hy => (hd y (pos y (interior_subset hy))).differentiableAt.differentiableWithinAt)
        (fun y hy => ?_)
      have hy' := interior_subset hy
      rw [(hd y (pos y hy')).deriv]
      have h3 := pow_nonneg (sub_nonneg.2 hy'.2) 3
      exact div_nonpos_of_nonpos_of_nonneg (by nlinarith) (by positivity)
    have key := hm (Set.left_mem_Icc.2 h) (Set.right_mem_Icc.2 h) h
    rw [hF] at key
    simp only [Real.log_one, sub_self, zero_mul, zero_div] at key
    linarith
```

The next theorem is the inequality with free t. The identity `e` rewrites the rational bound after multiplication by x, and `hs` is the completed square. The case x = 0 is handled directly.

```lean
/-- For a nonnegative number `x` and any real `t`, the product `t |x - 1|` is at most
`(x + 2) t² / 6` plus the entropy density `x log x - x + 1`. -/
theorem deviation_le_entropy {x : ℝ} (hx : 0 ≤ x) (t : ℝ) :
    t * |x - 1| ≤ 2 * (x + 2) * t ^ 2 / 12 + (x * log x - x + 1) := by
  rcases hx.eq_or_lt with rfl | h
  · have h1 : |(0 : ℝ) - 1| = 1 := by norm_num
    rw [h1]
    nlinarith [sq_nonneg (t - 3 / 2)]
  · have h2 : x + 2 ≠ 0 := by positivity
    have hl := mul_le_mul_of_nonneg_left (rational_le_log h) h.le
    have e : x * ((x - 1) * (5 * x + 1) / (2 * x * (x + 2)))
        = 3 * (x - 1) ^ 2 / (2 * (x + 2)) + x - 1 := by
      field_simp
      ring
    -- complete the square in t
    have hs : 2 * (x + 2) * t ^ 2 / 12 + 3 * (x - 1) ^ 2 / (2 * (x + 2)) - t * |x - 1|
        = (2 * (x + 2) * t - 6 * |x - 1|) ^ 2 / (24 * (x + 2)) := by
      rw [← sq_abs (x - 1)]
      generalize |x - 1| = u
      field_simp
      ring
    have hn : 0 ≤ (2 * (x + 2) * t - 6 * |x - 1|) ^ 2 / (24 * (x + 2)) := by positivity
    linarith
```

In `pinsker`, the hypothesis `hac` says that p vanishes wherever q does. The step `term` is the inequality for one index i, `key` is its sum, and the last line inserts t = D.

```lean
/-- Pinsker's inequality: for two finite probability distributions, with `p` vanishing wherever
`q` does, the squared L¹ distance is at most twice the relative entropy. -/
theorem pinsker {ι : Type*} [Fintype ι] (p q : ι → ℝ) (hp : ∀ i, 0 ≤ p i)
    (hq : ∀ i, 0 ≤ q i) (hac : ∀ i, q i = 0 → p i = 0)
    (sp : ∑ i, p i = 1) (sq : ∑ i, q i = 1) :
    (∑ i, |p i - q i|) ^ 2 ≤ 2 * ∑ i, p i * log (p i / q i) := by
  have term : ∀ (t : ℝ) (i : ι), t * |p i - q i| ≤
      (2 * p i + 4 * q i) * t ^ 2 / 12 + (p i * log (p i / q i) - p i + q i) := by
    intro t i
    rcases (hq i).eq_or_lt with h | h
    · simp [← h, hac i h.symm]
    · have hx : q i * (p i / q i) = p i := by field_simp
      have e : p i - q i = q i * (p i / q i - 1) := by rw [mul_sub, hx, mul_one]
      have ha : |p i - q i| = q i * |p i / q i - 1| := by
        rw [e, abs_mul, abs_of_pos h]
      have hm := mul_le_mul_of_nonneg_left
        (deviation_le_entropy (div_nonneg (hp i) h.le) t) h.le
      rw [ha]
      calc t * (q i * |p i / q i - 1|) = q i * (t * |p i / q i - 1|) := by ring
        _ ≤ _ := hm
        _ = _ := by linear_combination (t ^ 2 / 6 + log (p i / q i) - 1) * hx
  have key : ∀ t : ℝ, t * ∑ i, |p i - q i| ≤
      t ^ 2 / 2 + ∑ i, p i * log (p i / q i) := by
    intro t
    have h := Finset.sum_le_sum (fun i (_ : i ∈ Finset.univ) => term t i)
    simp only [Finset.sum_add_distrib, Finset.sum_sub_distrib, ← Finset.mul_sum,
      ← Finset.sum_mul, ← Finset.sum_div, sp, sq] at h
    linarith
  -- the best choice of t is the distance itself
  nlinarith [key (∑ i, |p i - q i|)]
```

## From distance to covariance

Both marginals are normalised; for the second, the order of summation is exchanged.

```lean
/-- The marginal probabilities of the first orbital sum to one. -/
theorem sum_margA {p : α → β → ℝ} (hp : IsJointDist p) : ∑ a, margA p a = 1 := hp.total

/-- The marginal probabilities of the second orbital sum to one. -/
theorem sum_margB {p : α → β → ℝ} (hp : IsJointDist p) : ∑ b, margB p b = 1 := by
  simp only [margB]
  rw [Finset.sum_comm]
  exact hp.total
```

The theorem `distance_sq_le` applies `pinsker` on the product type `α × β`. The bounds `hA` and `hB` state that an entry does not exceed its marginals, which supplies the vanishing condition.

```lean
/-- The squared L¹ distance between a joint probability table and the product of its marginals
is at most twice the mutual information. -/
theorem distance_sq_le {p : α → β → ℝ} (hp : IsJointDist p) :
    (∑ a, ∑ b, |p a b - margA p a * margB p b|) ^ 2 ≤ 2 * mutualInfo p := by
  have hA : ∀ a b, p a b ≤ margA p a := fun a b =>
    Finset.single_le_sum (f := fun b => p a b) (fun b _ => hp.nonneg a b) (Finset.mem_univ b)
  have hB : ∀ a b, p a b ≤ margB p b := fun a b =>
    Finset.single_le_sum (f := fun a => p a b) (fun a _ => hp.nonneg a b) (Finset.mem_univ a)
  have h := pinsker (fun x : α × β => p x.1 x.2) (fun x => margA p x.1 * margB p x.2)
    (fun x => hp.nonneg _ _)
    (fun x => mul_nonneg ((hp.nonneg x.1 x.2).trans (hA _ _))
      ((hp.nonneg x.1 x.2).trans (hB _ _)))
    (fun x hx => by
      rcases mul_eq_zero.1 hx with h | h
      · exact le_antisymm (h ▸ hA x.1 x.2) (hp.nonneg _ _)
      · exact le_antisymm (h ▸ hB x.1 x.2) (hp.nonneg _ _))
    (by rw [Fintype.sum_prod_type]; exact hp.total)
    (by
      rw [Fintype.sum_prod_type]
      simp only [← Finset.mul_sum, sum_margB hp, mul_one, sum_margA hp])
  simpa only [Fintype.sum_prod_type, mutualInfo] using h
```

The covariance identity holds for all real `m` and `n`. Steps `h3` and `h4` are the two expansions made by hand, and their difference gives the result.

```lean
/-- The covariance is the sum of the entrywise differences between the joint table and the product
of its marginals, weighted by the observables counted from arbitrary reference values `m` and `n`.
-/
theorem cov_eq {p : α → β → ℝ} (hp : IsJointDist p) (f : α → ℝ) (g : β → ℝ) (m n : ℝ) :
    cov p f g = ∑ a, ∑ b, (p a b - margA p a * margB p b) * ((f a - m) * (g b - n)) := by
  have h1 : expect p (fun a _ => f a) = ∑ a, margA p a * f a := by
    simp only [expect, margA, Finset.sum_mul]
  have h2 : expect p (fun _ b => g b) = ∑ b, margB p b * g b := by
    simp only [expect, margB, Finset.sum_mul]
    exact Finset.sum_comm
  have ha : ∑ a, margA p a * (f a - m) = expect p (fun a _ => f a) - m := by
    rw [h1]
    simp only [mul_sub, Finset.sum_sub_distrib, ← Finset.sum_mul, sum_margA hp, one_mul]
  have hb : ∑ b, margB p b * (g b - n) = expect p (fun _ b => g b) - n := by
    rw [h2]
    simp only [mul_sub, Finset.sum_sub_distrib, ← Finset.sum_mul, sum_margB hp, one_mul]
  have h3 : ∑ a, ∑ b, p a b * ((f a - m) * (g b - n)) =
      expect p (fun a b => f a * g b) - n * expect p (fun a _ => f a)
        - m * expect p (fun _ b => g b) + m * n * ∑ a, ∑ b, p a b := by
    simp only [expect, Finset.mul_sum, ← Finset.sum_sub_distrib, ← Finset.sum_add_distrib]
    exact Finset.sum_congr rfl fun a _ => Finset.sum_congr rfl fun b _ => by ring
  have h4 : ∑ a, ∑ b, margA p a * margB p b * ((f a - m) * (g b - n)) =
      (expect p (fun a _ => f a) - m) * (expect p (fun _ b => g b) - n) := by
    rw [← ha, ← hb, Finset.sum_mul_sum]
    exact Finset.sum_congr rfl fun a _ => Finset.sum_congr rfl fun b _ => by ring
  simp only [sub_mul (p _ _), Finset.sum_sub_distrib]
  rw [h3, h4, hp.total, cov]
  ring
```

The general bound uses the triangle inequality over a and then over b, squares the result, and inserts `distance_sq_le`. The numbers `m` and `n` are midpoints or any other convenient references; they need not be the averages of f and g.

```lean
/-- If `f` stays within `r` of `m` and `g` within `s` of `n`, their squared covariance is at most
`2 (r s)²` times the mutual information. -/
theorem cov_sq_le_of_range {p : α → β → ℝ} (hp : IsJointDist p) {f : α → ℝ} {g : β → ℝ}
    {m n r s : ℝ} (hf : ∀ a, |f a - m| ≤ r) (hg : ∀ b, |g b - n| ≤ s) :
    cov p f g ^ 2 ≤ 2 * (r * s) ^ 2 * mutualInfo p := by
  have h : |cov p f g| ≤ (∑ a, ∑ b, |p a b - margA p a * margB p b|) * (r * s) := by
    rw [cov_eq hp f g m n]
    simp only [Finset.sum_mul]
    refine (Finset.abs_sum_le_sum_abs _ _).trans (Finset.sum_le_sum fun a _ => ?_)
    refine (Finset.abs_sum_le_sum_abs _ _).trans (Finset.sum_le_sum fun b _ => ?_)
    rw [abs_mul, abs_mul]
    exact mul_le_mul_of_nonneg_left
      (mul_le_mul (hf a) (hg b) (abs_nonneg _) ((abs_nonneg _).trans (hf a))) (abs_nonneg _)
  have h2 := pow_le_pow_left₀ (abs_nonneg _) h 2
  rw [sq_abs, mul_pow] at h2
  have h3 := mul_le_mul_of_nonneg_right (distance_sq_le hp) (sq_nonneg (r * s))
  linarith
```

For spatial-orbital occupations between 0 and 2, the choice m = n = r = s = 1 in this theorem gives the bound 2I again. The same bound for observables of absolute value at most 1 is stated separately:

```lean
/-- For observables of two orbitals with absolute values at most one, the squared covariance
is at most twice the mutual information. -/
theorem cov_sq_le_two_mutualInfo {p : α → β → ℝ} (hp : IsJointDist p) {f : α → ℝ} {g : β → ℝ}
    (hf : ∀ a, |f a| ≤ 1) (hg : ∀ b, |g b| ≤ 1) :
    cov p f g ^ 2 ≤ 2 * mutualInfo p := by
  have h := cov_sq_le_of_range hp (m := 0) (n := 0) (r := 1) (s := 1)
    (fun a => by rw [sub_zero]; exact hf a) (fun b => by rw [sub_zero]; exact hg b)
  linarith
```

Spin-orbital occupations lie between 0 and 1. Measuring them from 1/2 gives r = s = 1/2, so the prefactor is 2(1/4)² = 1/8. The theorem allows any observables with values in this interval, not only the occupation numbers 0 and 1.

```lean
/-- For observables of two orbitals with values between zero and one, such as spin-orbital
occupation numbers, the squared covariance is at most one eighth of the mutual information. -/
theorem spinOrbital_cov_sq_le {p : α → β → ℝ} (hp : IsJointDist p) {f : α → ℝ} {g : β → ℝ}
    (hf : ∀ a, 0 ≤ f a ∧ f a ≤ 1) (hg : ∀ b, 0 ≤ g b ∧ g b ≤ 1) :
    cov p f g ^ 2 ≤ mutualInfo p / 8 := by
  have h := cov_sq_le_of_range hp (f := f) (g := g)
    (m := 1 / 2) (n := 1 / 2) (r := 1 / 2) (s := 1 / 2)
    (fun a => abs_le.2 ⟨by linarith [(hf a).1], by linarith [(hf a).2]⟩)
    (fun b => abs_le.2 ⟨by linarith [(hg b).1], by linarith [(hg b).2]⟩)
  linarith

end

end OrbitalCorrelationBound
```

```lean
#print axioms OrbitalCorrelationBound.cov_sq_le_two_mutualInfo
#print axioms OrbitalCorrelationBound.spinOrbital_cov_sq_le
```

```
'OrbitalCorrelationBound.cov_sq_le_two_mutualInfo' depends on axioms: [propext, Classical.choice, Quot.sound]
'OrbitalCorrelationBound.spinOrbital_cov_sq_le' depends on axioms: [propext, Classical.choice, Quot.sound]
```
